# In closed-shell MP2, scaling the two spin components amounts to scaling singlet and triplet pairs

A: Multiply the opposite-spin part of the closed-shell MP2 energy by $c$ and the same-spin part by $s$. The result is the singlet pair energy times $c$ plus the triplet pair energy times $(c+2s)/3$. For $c=6/5$ and $s=1/3$, triplet pairs are scaled by $28/45$. Here $V(i,a,j,b)$ is the real integral $(ia|jb)$ with $i,j$ occupied and $a,b$ virtual, $V'(i,a,j,b)=V(i,b,j,a)$, and $D$ is the energy denominator, nowhere zero and unchanged when $a$ and $b$ are swapped. Then

$$c\sum\frac{V^2}{D}+s\sum\frac{V(V-V')}{D}=c\sum\frac{\left(\frac{V+V'}{2}\right)^2}{D}+(c+2s)\sum\frac{\left(\frac{V-V'}{2}\right)^2}{D}.$$

Q: Before any code, show me the algebra.

A: Write $P=(V+V')/2$ and $M=(V-V')/2$, so that $V=P+M$ and $V-V'=2M$. Let $S=\sum P^2/D$, $T=\sum M^2/D$ and $X=\sum PM/D$. Since $4PM=V^2-V'^2$,

$$4X=\sum\frac{V^2}{D}-\sum\frac{V'^2}{D}=0,$$

because relabelling $a\leftrightarrow b$ turns the second sum into the first when $D$ is symmetric. The opposite-spin and same-spin energies are therefore

$$\mathrm{OS}=\sum\frac{(P+M)^2}{D}=S+2X+T=S+T,$$
$$\mathrm{SS}=\sum\frac{(P+M)\,2M}{D}=2X+2T=2T.$$

Hence $c\,\mathrm{OS}+s\,\mathrm{SS}=cS+(c+2s)T$. The unscaled energy is $\mathrm{OS}+\mathrm{SS}=S+3T$, so the triplet energy is $3T$, and its factor is $(6/5+2/3)/3=28/45$.

Q: What does the formal version take an integral to be?

A: Any real function of the four indices, in the order $i,a,j,b$. The name `exchange` means swapping the virtual indices, not the exchange energy. `singletPart` and `tripletPart` are $P$ and $M$.

```lean
import Mathlib

open Finset

namespace SpinComponentScaling

noncomputable section

/-- Real arrays indexed by occupied `i`, virtual `a`, occupied `j`, virtual `b`. -/
abbrev PairArray (o v : Type*) := o → v → o → v → ℝ

variable {o v : Type*}

/-- The array with its two virtual indices exchanged, `V'(i,a,j,b) = V(i,b,j,a)`. -/
def exchange (V : PairArray o v) : PairArray o v := fun i a j b => V i b j a

/-- The half of the integrals that is symmetric in the virtual indices, `(V + V')/2`. -/
def singletPart (V : PairArray o v) : PairArray o v :=
  fun i a j b => (V i a j b + exchange V i a j b) / 2

/-- The half of the integrals that is antisymmetric in the virtual indices, `(V - V')/2`. -/
def tripletPart (V : PairArray o v) : PairArray o v :=
  fun i a j b => (V i a j b - exchange V i a j b) / 2
```

Q: And the denominators? I only care about orbital energies.

A: `ExchangeSymmetric` states the symmetry in $a$ and $b$ for a general $D$. The orbital-energy case is `orbitalDenominator`, where `e` and `f` stand for the usual occupied and virtual $\varepsilon$. Its sign convention makes $D$ negative for a gapped system. The `unitArray` has a single entry equal to one, and serves later to probe the weights.

```lean
/-- The denominators do not change when the two virtual indices are exchanged. -/
def ExchangeSymmetric (D : PairArray o v) : Prop :=
  ∀ i a j b, D i a j b = D i b j a

/-- The denominator `e i + e j - f a - f b` built from occupied energies `e` and
virtual energies `f`. -/
def orbitalDenominator (e : o → ℝ) (f : v → ℝ) : PairArray o v :=
  fun i a j b => e i + e j - f a - f b

open Classical in
/-- The integral array whose only nonzero entry is a one at `(i₀,a₀,j₀,b₀)`. -/
def unitArray (i₀ : o) (a₀ : v) (j₀ : o) (b₀ : v) : PairArray o v :=
  fun i a j b => if i = i₀ ∧ a = a₀ ∧ j = j₀ ∧ b = b₀ then 1 else 0
```

Q: Where does spin enter? I see only spatial indices.

A: It enters through the choice of energy formulas, and this is the step that the hypotheses leave to you: integrating out spin for a closed-shell reference. An $\alpha\beta$ pair has no exchange integral and gives $\sum V^2/D$. The $\alpha\alpha$ pairs give $\tfrac14\sum(V-V')^2/D=T$, and the $\beta\beta$ pairs give the same, which together make $2T$. The remaining $T$ sits in the $\alpha\beta$ energy, next to $S$. These are the three components of the triplet, so `tripletSum` is the energy of one component and not of all three.

The definitions below use finite orbital sets, and `pairSum` is the common sum $\sum XY/D$.

```lean
variable [Fintype o] [Fintype v]

/-- The second-order sum of `X Y / D` over all orbital pairs, meant for denominators `D`
that vanish nowhere. -/
def pairSum (D X Y : PairArray o v) : ℝ :=
  ∑ i, ∑ j, ∑ a, ∑ b, X i a j b * Y i a j b / D i a j b

/-- The opposite-spin energy, the sum of `V² / D`, for `D` nowhere zero. -/
def oppositeSpin (D V : PairArray o v) : ℝ := pairSum D V V

/-- The same-spin energy, the sum of `V (V - V') / D`, for `D` nowhere zero. -/
def sameSpin (D V : PairArray o v) : ℝ :=
  pairSum D V (fun i a j b => V i a j b - exchange V i a j b)

/-- The closed-shell MP2 energy, the sum of `V (2V - V') / D`, for `D` nowhere zero. -/
def mp2 (D V : PairArray o v) : ℝ :=
  pairSum D V (fun i a j b => 2 * V i a j b - exchange V i a j b)

/-- The sum of `((V + V')/2)² / D`, for `D` nowhere zero. -/
def singletSum (D V : PairArray o v) : ℝ := pairSum D (singletPart V) (singletPart V)

/-- The sum of `((V - V')/2)² / D`, for `D` nowhere zero. -/
def tripletSum (D V : PairArray o v) : ℝ := pairSum D (tripletPart V) (tripletPart V)
```

Q: Does a real molecule satisfy the conditions on $D$?

A: Yes, if every occupied level lies strictly below every virtual one. That is the orbital gap which keeps second-order perturbation theory free of zero denominators. Adding $e_i<f_a$ and $e_j<f_b$ gives $D<0$, which is the `linarith` step; the symmetry is a rearrangement of terms.

```lean
/-- If every occupied level lies below every virtual level, the orbital-energy denominators
are exchange symmetric and vanish nowhere. -/
theorem orbitalDenominator_admissible {o v : Type*} (e : o → ℝ) (f : v → ℝ)
    (gap : ∀ i a, e i < f a) :
    ExchangeSymmetric (orbitalDenominator e f) ∧
      ∀ i a j b, orbitalDenominator e f i a j b ≠ 0 := by
  constructor
  · intro i a j b
    simp only [orbitalDenominator]
    ring
  · intro i a j b
    have h1 := gap i a
    have h2 := gap j b
    simp only [orbitalDenominator]
    exact ne_of_lt (by linarith)
```

Q: Now the step where $X$ vanishes. Is it the same argument?

A: The same. `pairSum_exchange` relabels the virtual indices: `Finset.sum_comm` interchanges the two sums, and `hD` restores the denominator. In `singlet_triplet_orthogonal`, the auxiliary equation `h` is $4X+\sum V'^2/D=\sum V^2/D$, checked term by term with `ring`. The relabelling then leaves $4X=0$.

```lean
/-- For exchange-symmetric denominators, exchanging the virtual indices in both arrays
leaves their second-order sum unchanged. -/
theorem pairSum_exchange {D : PairArray o v} (hD : ExchangeSymmetric D)
    (X Y : PairArray o v) : pairSum D (exchange X) (exchange Y) = pairSum D X Y := by
  unfold pairSum
  refine sum_congr rfl fun i _ => sum_congr rfl fun j _ => ?_
  -- relabel the two virtual summation indices
  refine Finset.sum_comm.trans (sum_congr rfl fun a _ => sum_congr rfl fun b _ => ?_)
  show X i a j b * Y i a j b / D i b j a = _
  rw [hD i a j b]

/-- For exchange-symmetric denominators, the symmetric and antisymmetric halves of the
integrals do not couple at second order. -/
theorem singlet_triplet_orthogonal {D : PairArray o v} (hD : ExchangeSymmetric D)
    (V : PairArray o v) : pairSum D (singletPart V) (tripletPart V) = 0 := by
  have h : 4 * pairSum D (singletPart V) (tripletPart V)
      + pairSum D (exchange V) (exchange V) = pairSum D V V := by
    simp only [pairSum, mul_sum, ← sum_add_distrib]
    refine sum_congr rfl fun i _ => sum_congr rfl fun j _ =>
      sum_congr rfl fun a _ => sum_congr rfl fun b _ => ?_
    simp only [singletPart, tripletPart]
    ring
  rw [pairSum_exchange hD] at h
  linarith
```

Q: What if $D$ were not symmetric?

A: Take one occupied orbital and two virtual ones, and write only the virtual indices. Let $D(1,2)=-1$, $D(2,1)=-2$, $D(1,1)=D(2,2)=-1$, and let $V$ have the single nonzero entry $V(1,2)=1$. Then $\mathrm{OS}=-1$, while $S=T=\tfrac14(-1-\tfrac12)=-\tfrac38$, so $S+T=-\tfrac34$. The identity already fails for $c=1$, $s=0$. So, for arbitrary real arrays $V$, it does not hold for every nowhere-zero $D$. This $V$ is only an array: with one occupied orbital, true integrals over real orbitals have $V(1,2)=V(2,1)$.

With the symmetry in place, the next two lemmas expand $\mathrm{OS}$ and $\mathrm{SS}$ as above, keep the cross term $2X$ explicitly, and then remove it.

```lean
/-- For exchange-symmetric denominators, the opposite-spin energy is the singlet sum plus
the triplet sum. -/
theorem oppositeSpin_eq {D : PairArray o v} (hD : ExchangeSymmetric D)
    (V : PairArray o v) : oppositeSpin D V = singletSum D V + tripletSum D V := by
  have h : oppositeSpin D V = singletSum D V + tripletSum D V
      + 2 * pairSum D (singletPart V) (tripletPart V) := by
    simp only [oppositeSpin, singletSum, tripletSum, pairSum, mul_sum, ← sum_add_distrib]
    refine sum_congr rfl fun i _ => sum_congr rfl fun j _ =>
      sum_congr rfl fun a _ => sum_congr rfl fun b _ => ?_
    simp only [singletPart, tripletPart]
    ring
  rw [h, singlet_triplet_orthogonal hD]
  ring

/-- For exchange-symmetric denominators, the same-spin energy is twice the triplet sum. -/
theorem sameSpin_eq {D : PairArray o v} (hD : ExchangeSymmetric D)
    (V : PairArray o v) : sameSpin D V = 2 * tripletSum D V := by
  have h : sameSpin D V = 2 * tripletSum D V
      + 2 * pairSum D (singletPart V) (tripletPart V) := by
    simp only [sameSpin, tripletSum, pairSum, mul_sum, ← sum_add_distrib]
    refine sum_congr rfl fun i _ => sum_congr rfl fun j _ =>
      sum_congr rfl fun a _ => sum_congr rfl fun b _ => ?_
    simp only [singletPart, tripletPart]
    ring
  rw [h, singlet_triplet_orthogonal hD]
  ring
```

Q: Could other weights on $S$ and $T$ do equally well?

A: Not if they must work for every real array $V$, with at least one occupied and two virtual orbitals. Suppose that $c\,\mathrm{OS}+s\,\mathrm{SS}=xS+yT$ for all $V$, with real weights $x$ and $y$. Two arrays settle them.

First put a one at $(i,a,i,a)$. Then $\mathrm{OS}=1/D(i,a,i,a)$ and $\mathrm{SS}=0$, so $T=0$ and $S=\mathrm{OS}$. This gives $x=c$.

Next put a one at $(i,a,i,b)$ with $a\ne b$. Now $V'$ vanishes at that position, so $\mathrm{OS}=\mathrm{SS}=1/D(i,a,i,b)$ and $S=T=1/(2D(i,a,i,b))$. Hence $c+s=(x+y)/2$, and $y=c+2s$.

The lemma `pairSum_unitArray` evaluates such sums by collapsing each index to its one contributing value.

```lean
/-- Pairing an array `Y` with a single unit integral picks out one term `Y / D`. -/
theorem pairSum_unitArray (D Y : PairArray o v) (i₀ : o) (a₀ : v) (j₀ : o) (b₀ : v) :
    pairSum D (unitArray i₀ a₀ j₀ b₀) Y = Y i₀ a₀ j₀ b₀ / D i₀ a₀ j₀ b₀ := by
  unfold pairSum
  rw [Fintype.sum_eq_single i₀, Fintype.sum_eq_single j₀, Fintype.sum_eq_single a₀,
    Fintype.sum_eq_single b₀]
  · simp [unitArray]
  all_goals
    intro x hx
    simp [unitArray, hx]
```

Q: But $(ia|ib)=(ib|ia)$ for real orbitals. Your second array breaks that.

A: It does, and this limits what uniqueness means. The identity holds for all real arrays, so it holds for true integrals. The uniqueness is a statement about weights that must serve all arrays. With a single occupied orbital, true integrals are symmetric in $a$ and $b$, so $T=0$ and they leave $y$ undetermined.

Q: Then read me the main theorem in words.

A: `spin_scaling_iff` assumes that $D$ is exchange symmetric (`hD`) and nowhere zero (`hne`), that there is an occupied orbital (`Nonempty o`), and that there are two different virtual ones (`Nontrivial v`). For real `c`, `s`, `x`, `y`, the two weighted energies agree for every `V` exactly when `x = c` and `y = c + 2 * s`.

In the forward direction, the proof inserts the two unit arrays. It obtains $S$ and $T$ from `oppositeSpin_eq` and `sameSpin_eq`, and cancels the nonzero factor $1/D$ with `mul_right_cancel₀`. The reverse direction substitutes the weights and uses the same two lemmas; this is the identity I began with.

```lean
/-- Let the denominators be exchange symmetric and nowhere zero, with at least one occupied and two
virtual orbitals. Scaling opposite spin by `c` and same spin by `s` equals weighting the singlet sum
by `x` and the triplet sum by `y`, for every real array `V`, exactly when `x = c` and `y = c + 2s`.
-/
theorem spin_scaling_iff [Nonempty o] [Nontrivial v] {D : PairArray o v}
    (hD : ExchangeSymmetric D) (hne : ∀ i a j b, D i a j b ≠ 0) (c s x y : ℝ) :
    (∀ V : PairArray o v, c * oppositeSpin D V + s * sameSpin D V
        = x * singletSum D V + y * tripletSum D V) ↔ x = c ∧ y = c + 2 * s := by
  constructor
  · intro h
    obtain ⟨i⟩ := ‹Nonempty o›
    obtain ⟨a, b, hab⟩ := exists_pair_ne v
    -- a unit integral with equal virtual indices has no triplet part
    have hx : x = c := by
      have h1 := h (unitArray i a i a)
      have o1 := oppositeSpin_eq hD (unitArray i a i a)
      have s1 := sameSpin_eq hD (unitArray i a i a)
      have O1 : oppositeSpin D (unitArray i a i a) = 1 / D i a i a := by
        rw [oppositeSpin, pairSum_unitArray]
        simp [unitArray]
      have S1 : sameSpin D (unitArray i a i a) = 0 := by
        rw [sameSpin, pairSum_unitArray]
        simp [exchange]
      have T1 : tripletSum D (unitArray i a i a) = 0 := by linarith
      have A1 : singletSum D (unitArray i a i a) = 1 / D i a i a := by linarith
      rw [O1, S1, T1, A1] at h1
      exact mul_right_cancel₀ (one_div_ne_zero (hne i a i a)) (by linarith)
    -- a unit integral with different virtual indices has equal singlet and triplet sums
    have h2 := h (unitArray i a i b)
    have o2 := oppositeSpin_eq hD (unitArray i a i b)
    have s2 := sameSpin_eq hD (unitArray i a i b)
    have O2 : oppositeSpin D (unitArray i a i b) = 1 / D i a i b := by
      rw [oppositeSpin, pairSum_unitArray]
      simp [unitArray]
    have S2 : sameSpin D (unitArray i a i b) = 1 / D i a i b := by
      rw [sameSpin, pairSum_unitArray]
      simp [unitArray, exchange, hab, hab.symm]
    have T2 : tripletSum D (unitArray i a i b) = 1 / D i a i b / 2 := by linarith
    have A2 : singletSum D (unitArray i a i b) = 1 / D i a i b / 2 := by linarith
    rw [O2, S2, T2, A2, hx] at h2
    exact ⟨hx, mul_right_cancel₀ (one_div_ne_zero (hne i a i b)) (by linarith)⟩
  · rintro ⟨rfl, rfl⟩ V
    rw [oppositeSpin_eq hD, sameSpin_eq hD]
    ring
```

Q: And $28/45$? The theorem's weight on $T$ would be $28/15$.

A: That is the weight on one component. `mp2_eq` first splits $V(2V-V')$ into $V^2+V(V-V')$ and obtains $S+3T$, which identifies $3T$ as the triplet share of the unscaled energy. `scs_mp2_eq` then writes the scaled energy as $\tfrac65S+\tfrac{28}{45}(3T)$. The factors $6/5$ and $1/3$ are empirical: they strengthen opposite-spin correlation and damp same-spin correlation, and they are taken here as given.

These two theorems do not ask for a nonzero $D$, because Lean sets division by zero to zero; they have physical meaning only where $D$ does not vanish.

```lean
/-- For exchange-symmetric denominators, the closed-shell MP2 energy is the singlet sum plus
three times the triplet sum. -/
theorem mp2_eq {D : PairArray o v} (hD : ExchangeSymmetric D) (V : PairArray o v) :
    mp2 D V = singletSum D V + 3 * tripletSum D V := by
  have h : mp2 D V = oppositeSpin D V + sameSpin D V := by
    simp only [mp2, oppositeSpin, sameSpin, pairSum, ← sum_add_distrib]
    refine sum_congr rfl fun i _ => sum_congr rfl fun j _ =>
      sum_congr rfl fun a _ => sum_congr rfl fun b _ => ?_
    ring
  rw [h, oppositeSpin_eq hD, sameSpin_eq hD]
  ring

/-- For exchange-symmetric denominators, the spin factors `6/5` and `1/3` multiply the singlet
sum by `6/5` and three times the triplet sum by `28/45`. -/
theorem scs_mp2_eq {D : PairArray o v} (hD : ExchangeSymmetric D) (V : PairArray o v) :
    6 / 5 * oppositeSpin D V + 1 / 3 * sameSpin D V
      = 6 / 5 * singletSum D V + 28 / 45 * (3 * tripletSum D V) := by
  rw [oppositeSpin_eq hD, sameSpin_eq hD]
  ring

end

end SpinComponentScaling
```

Q: So what may I use it for?

A: For a closed-shell reference with real orbitals in a finite basis, you can convert spin-component-scaled MP2 parameters into weights for a program that stores singlet and triplet pair energies. Equal factors $c=s$ scale both kinds of pair by $c$; any other choice gives the two kinds different factors.

```lean
#print axioms SpinComponentScaling.orbitalDenominator_admissible
-- 'SpinComponentScaling.orbitalDenominator_admissible' depends on axioms: [propext, Classical.choice, Quot.sound]
#print axioms SpinComponentScaling.spin_scaling_iff
-- 'SpinComponentScaling.spin_scaling_iff' depends on axioms: [propext, Classical.choice, Quot.sound]
#print axioms SpinComponentScaling.mp2_eq
-- 'SpinComponentScaling.mp2_eq' depends on axioms: [propext, Classical.choice, Quot.sound]
#print axioms SpinComponentScaling.scs_mp2_eq
-- 'SpinComponentScaling.scs_mp2_eq' depends on axioms: [propext, Classical.choice, Quot.sound]
```
